# Finite Bochner theorem: on a cyclic grid, the matrix c(j − k) is positive semidefinite exactly when the discrete Fourier transform of c is nonnegative

Separations between grid points are taken modulo $N$. The grid is a ring of $N\ge 1$ points, the point after the last is the first, and a function $c$ of the separation is a function on the integers modulo $N$, in Lean `c : ZMod N → ℂ`. The matrix with entries $c(j-k)$ is then circulant: each row is the previous one moved by one place, with wrap-around. With open ends the same formula would give a Toeplitz matrix, of which plane waves are in general not eigenvectors, and the argument below would fail.

For such a $c$, three statements are equivalent:

1. the matrix $c(j-k)$ is Hermitian and positive semidefinite;
2. every value of the discrete Fourier transform of $c$ is real and nonnegative;
3. $c$ is the cyclic autocorrelation of some complex function on the grid.

Bochner's theorem on the real line represents continuous positive-definite functions by positive measures. On a ring of $N$ points the measure is a list of $N$ nonnegative weights, and neither continuity nor a limit enters.

For a translation-invariant one-body density matrix on a ring of $N$ sites, with one orbital per site and no spin, the equivalence of 1 and 2 says that the matrix is positive semidefinite exactly when all momentum occupations are nonnegative; the upper bound on fermion occupations is a separate condition.

```lean
import Mathlib

open Matrix
open ZMod (stdAddChar)
open scoped ComplexOrder ComplexConjugate

namespace FiniteBochner

noncomputable section

variable {N : ℕ} [NeZero N]
```

## Plane waves, transforms and autocorrelation

The plane wave with wave number $k$ is

$$\varphi_k(x)=e^{2\pi i xk/N}.$$

Both $x$ and $k$ are integers modulo $N$, which is consistent because the exponential doesn't change when either is shifted by $N$. Mathlib's `stdAddChar` is the map $m\mapsto e^{2\pi i m/N}$. The wave is unnormalised: its squared norm is $N$, and the unit vector is $\varphi_k/\sqrt N$.

```lean
/-- The plane wave `x ↦ exp(2πi x k / N)` on the cyclic grid of `N` points. -/
def planeWave (k : ZMod N) : ZMod N → ℂ := fun x => stdAddChar (x * k)
```

The forward transform carries the minus sign and no prefactor:

$$\hat c(k)=\sum_x e^{-2\pi i xk/N}\,c(x).$$

```lean
/-- The discrete Fourier transform `∑ₓ exp(-2πi x k / N) c(x)`. -/
def fourier (c : ZMod N → ℂ) (k : ZMod N) : ℂ :=
  ∑ x, stdAddChar (-(x * k)) * c x
```

The factor $1/N$ therefore sits in the inverse transform, which takes a spectrum $F$ to

$$\check F(x)=\frac1N\sum_k e^{2\pi i xk/N}F(k).$$

```lean
/-- The inverse transform `(1/N) ∑ₖ exp(2πi x k / N) F(k)`, for a grid of `N ≠ 0` points. -/
def invFourier (F : ZMod N → ℂ) (x : ZMod N) : ℂ :=
  (N : ℂ)⁻¹ * ∑ k, stdAddChar (x * k) * F k
```

The cyclic autocorrelation of a function $f$ at separation $j$ is

$$a_f(j)=\sum_x f(x+j)\,\overline{f(x)}.$$

It is a plain sum over the ring, without division by $N$ and without subtraction of a mean.

```lean
/-- The cyclic autocorrelation `∑ₓ f(x + j) conj(f(x))` of a complex function on the grid. -/
def autocorr (f : ZMod N → ℂ) (j : ZMod N) : ℂ :=
  ∑ x, f (x + j) * conj (f x)
```

## Orthogonality and inversion

Let $a$ and $b$ be two wave numbers and $\zeta=e^{2\pi i(a-b)/N}$. If $a=b$, every term of $\sum_x\zeta^x$ is 1 and the sum is $N$. If $a\neq b$, then $\zeta\ne1$ while $\zeta^N=1$, so the geometric series gives

$$\sum_{x=0}^{N-1}\zeta^x=\frac{\zeta^N-1}{\zeta-1}=0.$$

```lean
/-- Orthogonality of plane waves: the sum of `exp(2πi x (a - b) / N)` over the grid is `N`
if `a = b` and zero otherwise. -/
theorem sum_planeWave (a b : ZMod N) :
    ∑ x : ZMod N, planeWave (a - b) x = if a = b then (N : ℂ) else 0 := by
  simp only [planeWave]
  rw [AddChar.sum_mulShift (a - b) (ZMod.isPrimitive_stdAddChar N)]
  by_cases h : a = b
  · simp [h, ZMod.card]
  · simp [h, sub_eq_zero]
```

The geometric series is replaced here by a Mathlib lemma on sums of characters, `AddChar.sum_mulShift`. It needs the character to be primitive, which corresponds to $\zeta\neq1$ for $a\ne b$.

Inversion follows by exchanging the two sums:

$$\frac1N\sum_k e^{2\pi i jk/N}\sum_x e^{-2\pi i xk/N}c(x)
=\sum_x c(x)\,\frac1N\sum_k e^{2\pi i(j-x)k/N}=c(j),$$

since only $x=j$ survives.

```lean
/-- A function on the grid is recovered from its Fourier transform by the inverse transform. -/
theorem invFourier_fourier (c : ZMod N → ℂ) : invFourier (fourier c) = c := by
  have hN : (N : ℂ) ≠ 0 := Nat.cast_ne_zero.mpr (NeZero.ne N)
  funext j
  have h : ∀ k : ZMod N, stdAddChar (j * k) * fourier c k
      = ∑ x, planeWave (j - x) k * c x := by
    intro k
    simp only [fourier, planeWave]
    rw [Finset.mul_sum]
    refine Finset.sum_congr rfl fun x _ => ?_
    rw [← mul_assoc, ← AddChar.map_add_eq_mul,
      show j * k + -(x * k) = k * (j - x) by ring]
  simp only [invFourier, h]
  -- summing over wave numbers first leaves only the term `x = j`
  rw [Finset.sum_comm]
  simp only [← Finset.sum_mul, sum_planeWave, ite_mul, zero_mul, Finset.sum_ite_eq,
    Finset.mem_univ, if_true]
  rw [← mul_assoc, inv_mul_cancel₀ hN, one_mul]
```

The auxiliary statement `h` merges the two exponentials into one plane wave, `Finset.sum_comm` exchanges the sums, and `sum_planeWave` leaves the single term.

In the other order, for a spectrum $F$,

$$\sum_x e^{-2\pi i xk/N}\,\frac1N\sum_q e^{2\pi i xq/N}F(q)
=\sum_q F(q)\,\frac1N\sum_x e^{2\pi i x(q-k)/N}=F(k).$$

```lean
/-- Every spectrum is the Fourier transform of its inverse transform. -/
theorem fourier_invFourier (F : ZMod N → ℂ) : fourier (invFourier F) = F := by
  have hN : (N : ℂ) ≠ 0 := Nat.cast_ne_zero.mpr (NeZero.ne N)
  funext k
  have h : ∀ x : ZMod N, stdAddChar (-(x * k)) * invFourier F x
      = (N : ℂ)⁻¹ * ∑ q, planeWave (q - k) x * F q := by
    intro x
    simp only [invFourier, planeWave]
    rw [mul_left_comm]
    congr 1
    rw [Finset.mul_sum]
    refine Finset.sum_congr rfl fun q _ => ?_
    rw [← mul_assoc, ← AddChar.map_add_eq_mul,
      show -(x * k) + x * q = x * (q - k) by ring]
  simp only [fourier, h]
  rw [← Finset.mul_sum, Finset.sum_comm]
  simp only [← Finset.sum_mul, sum_planeWave, ite_mul, zero_mul, Finset.sum_ite_eq',
    Finset.mem_univ, if_true]
  rw [← mul_assoc, inv_mul_cancel₀ hN, one_mul]
```

Both directions are used later. The first shows that two functions with the same transform are equal; the second allows a function to be built with a prescribed spectrum.

## The transform of c is the spectrum of the matrix

Apply the matrix to a plane wave and substitute the displacement $y=j-x$:

$$\sum_x c(j-x)\,e^{2\pi i xk/N}
=\sum_y c(y)\,e^{2\pi i(j-y)k/N}
=\Big(\sum_y e^{-2\pi i yk/N}c(y)\Big)e^{2\pi i jk/N}
=\hat c(k)\,\varphi_k(j).$$

So $\varphi_k$ is an eigenvector with eigenvalue $\hat c(k)$, for any complex $c$, Hermitian matrix or not. The $N$ plane waves are mutually orthogonal and hence form a basis, so the values $\hat c(k)$ are all the eigenvalues, counted with multiplicity.

```lean
/-- Each plane wave is an eigenvector of the matrix `c(j - k)`, and the eigenvalue is the
Fourier transform of `c` at its wave number. -/
theorem circulant_mulVec_planeWave (c : ZMod N → ℂ) (k : ZMod N) :
    circulant c *ᵥ planeWave k = fourier c k • planeWave k := by
  funext j
  simp only [Matrix.mulVec, dotProduct, Matrix.circulant_apply, Pi.smul_apply, smul_eq_mul,
    fourier, planeWave, Finset.sum_mul]
  -- substitute the displacement `j - x` for `x`
  refine Fintype.sum_equiv (Equiv.subLeft j) _ _ fun x => ?_
  simp only [Equiv.subLeft_apply]
  have e : (stdAddChar (x * k) : ℂ)
      = stdAddChar (-((j - x) * k)) * stdAddChar (j * k) := by
    rw [← AddChar.map_add_eq_mul, show -((j - x) * k) + j * k = x * k by ring]
  rw [e]
  ring
```

In Lean `circulant c` is the matrix with entries $c(j-x)$, `*ᵥ` is its action on a vector, and `•` multiplies a vector by a number. The substitution is the bijection `Equiv.subLeft j`.

## The transform of an autocorrelation is a power spectrum

Write $e^{-2\pi i jk/N}=e^{-2\pi i(x+j)k/N}\,e^{2\pi i xk/N}$ and sum over $j$ first, at fixed $x$:

$$\hat a_f(k)=\sum_x \overline{f(x)}\,e^{2\pi i xk/N}\sum_j e^{-2\pi i(x+j)k/N}f(x+j).$$

As $j$ runs over the ring, so does $x+j$, so the inner sum is $\hat f(k)$ for every $x$. What remains is its complex conjugate, and

$$\hat a_f(k)=\hat f(k)\,\overline{\hat f(k)}=|\hat f(k)|^2 .$$

This is the Wiener–Khinchin relation for one given function on the ring. The version for stationary random processes involves an ensemble average, which is absent here.

```lean
/-- Wiener–Khinchin theorem on the cyclic grid: the Fourier transform of the autocorrelation
of `f` is the power spectrum of `f`. -/
theorem fourier_autocorr (f : ZMod N → ℂ) (k : ZMod N) :
    fourier (autocorr f) k = ((‖fourier f k‖ ^ 2 : ℝ) : ℂ) := by
  rw [← Complex.normSq_eq_norm_sq, ← Complex.mul_conj]
  simp only [fourier, autocorr, map_sum, map_mul, Finset.mul_sum]
  rw [Finset.sum_comm]
  refine Finset.sum_congr rfl fun x _ => ?_
  rw [Finset.sum_mul]
  -- shift the summation variable by `x`
  refine Fintype.sum_equiv (Equiv.addLeft x) _ _ fun j => ?_
  simp only [Equiv.coe_addLeft]
  have e : (stdAddChar (-(j * k)) : ℂ)
      = stdAddChar (-((x + j) * k)) * conj (stdAddChar (-(x * k)) : ℂ) := by
    rw [← AddChar.map_neg_eq_conj, ← AddChar.map_add_eq_mul,
      show -((x + j) * k) + -(-(x * k)) = -(j * k) by ring]
  rw [e]
  ring
```

The right-hand side is a real number regarded as a complex one, hence the type annotations. The splitting of the exponential is `e`, and `Equiv.addLeft x` is the shift of the summation variable.

## An autocorrelation gives a positive matrix

Let $B$ be the matrix with entries $B_{jy}=f(j+y)$, whose rows are translates of $f$. With $k$ now labelling a column, and $x=k+y$,

$$(BB^\dagger)_{jk}=\sum_y f(j+y)\,\overline{f(k+y)}
=\sum_x f(x+j-k)\,\overline{f(x)}=a_f(j-k).$$

A matrix of this form is Hermitian, and for any vector $v$ one has $v^\dagger BB^\dagger v=\|B^\dagger v\|^2\ge0$.

```lean
/-- The matrix built from an autocorrelation is Hermitian positive semidefinite. -/
theorem posSemidef_autocorr (f : ZMod N → ℂ) : (circulant (autocorr f)).PosSemidef := by
  -- the matrix is `B Bᴴ`, where the rows of `B` are the translates of `f`
  have h : circulant (autocorr f)
      = (Matrix.of fun j y : ZMod N => f (j + y)) *
        (Matrix.of fun j y : ZMod N => f (j + y))ᴴ := by
    ext j k
    simp only [Matrix.circulant_apply, autocorr, Matrix.mul_apply,
      Matrix.conjTranspose_apply, Matrix.of_apply]
    refine (Fintype.sum_equiv (Equiv.addLeft k) _ _ fun y => ?_).symm
    simp only [Equiv.coe_addLeft]
    rw [show k + y + (j - k) = j + y by ring]
    rfl
  rw [h]
  exact Matrix.posSemidef_self_mul_conjTranspose _
```

The factorisation is proved entry by entry as `h`; the last line is Mathlib's statement that $BB^\dagger$ is positive semidefinite.

## The three-way equivalence

It is enough to go round the circle 1 → 2 → 3 → 1.

**From a positive matrix to a nonnegative spectrum.** Let $C$ be the matrix $c(j-k)$. The quadratic form on a plane wave is

$$\varphi_k^\dagger C\varphi_k=\hat c(k)\,\varphi_k^\dagger\varphi_k=N\,\hat c(k)\ge0,$$

and division by $N$ gives $\hat c(k)\ge0$. In the normalised state $\varphi_k/\sqrt N$ the expectation value of $C$ is $\hat c(k)$ itself.

**From a nonnegative spectrum to an autocorrelation.** Take the square root of the spectrum and transform back:

$$f(x)=\frac1N\sum_k e^{2\pi i xk/N}\sqrt{\hat c(k)} .$$

Then $\hat f(k)=\sqrt{\hat c(k)}$, so $\hat a_f(k)=|\hat f(k)|^2=\hat c(k)$ for every $k$. Since $a_f$ and $c$ have the same transform, they are equal.

**From an autocorrelation to a positive matrix.** This is the factorisation $BB^\dagger$.

In the Lean statement, `List.TFAE` says that the listed statements are equivalent. `PosSemidef` includes hermiticity, so no separate condition $c(-j)=\overline{c(j)}$ is assumed. The inequality `0 ≤ fourier c k` compares complex numbers, and in the order used here it means that the imaginary part is zero and the real part nonnegative. The function `f` in the third statement may be complex, and it is not claimed to be unique.

```lean
/-- Finite Bochner theorem: the matrix `c(j - k)` is Hermitian positive semidefinite, iff every
Fourier value of `c` is real and nonnegative, iff `c` is the cyclic autocorrelation of some
complex function on the grid. -/
theorem finite_bochner (c : ZMod N → ℂ) :
    List.TFAE [(circulant c).PosSemidef, ∀ k, 0 ≤ fourier c k, ∃ f, c = autocorr f] := by
  have hN : (N : ℂ) ≠ 0 := Nat.cast_ne_zero.mpr (NeZero.ne N)
  tfae_have 1 → 2 := by
    intro h k
    -- evaluate the quadratic form on a plane wave, whose squared norm is `N`
    have hw : star (planeWave k) ⬝ᵥ planeWave k = (N : ℂ) := by
      have h1 : ∀ x : ZMod N, star (planeWave k) x * planeWave k x = 1 := by
        intro x
        change conj (stdAddChar (x * k) : ℂ) * stdAddChar (x * k) = 1
        rw [← AddChar.map_neg_eq_conj, ← AddChar.map_add_eq_mul, neg_add_cancel,
          AddChar.map_zero_eq_one]
      simp only [dotProduct, h1]
      simp [ZMod.card]
    have hq := h.dotProduct_mulVec_nonneg (planeWave k)
    rw [circulant_mulVec_planeWave, dotProduct_smul, hw, smul_eq_mul] at hq
    have hi : (0 : ℂ) ≤ (((N : ℝ)⁻¹ : ℝ) : ℂ) :=
      Complex.zero_le_real.mpr (by positivity)
    have hm := mul_nonneg hq hi
    rwa [Complex.ofReal_inv, Complex.ofReal_natCast, mul_assoc, mul_inv_cancel₀ hN,
      mul_one] at hm
  tfae_have 2 → 3 := by
    intro h
    -- the inverse transform of the square root of the spectrum does it
    refine ⟨invFourier fun k => ((Real.sqrt (fourier c k).re : ℝ) : ℂ), ?_⟩
    apply Function.LeftInverse.injective invFourier_fourier
    funext k
    have hk := Complex.nonneg_iff.mp (h k)
    rw [fourier_autocorr, fourier_invFourier, Complex.norm_real, Real.norm_eq_abs, sq_abs,
      Real.sq_sqrt hk.1]
    exact (Complex.ext (Complex.ofReal_re _) ((Complex.ofReal_im _).trans hk.2)).symm
  tfae_have 3 → 1 := by
    rintro ⟨f, rfl⟩
    exact posSemidef_autocorr f
  tfae_finish
```

In the first implication `hw` is the squared norm $N$ and `hq` the inequality for the quadratic form. In the second, `apply Function.LeftInverse.injective invFourier_fourier` replaces the equality of two functions by the equality of their transforms. The square root is taken of the real part `(fourier c k).re`, and `hk` supplies the vanishing imaginary part at the end.

### Four points by hand

Take $N=4$ and $c=(2,1,0,1)$, listed from separation 0 to 3. Then

$$\hat c(k)=2+2\cos\frac{\pi k}{2},\qquad \hat c=(4,2,0,2),$$

so the matrix is positive semidefinite, with one zero eigenvalue. The square roots are $(2,\sqrt2,0,\sqrt2)$, and the inverse transform gives

$$f=\Big(\tfrac{1+\sqrt2}{2},\ \tfrac12,\ \tfrac{1-\sqrt2}{2},\ \tfrac12\Big).$$

Its autocorrelation is indeed $c$:

- $a_f(0)=\tfrac{3+2\sqrt2}{4}+\tfrac14+\tfrac{3-2\sqrt2}{4}+\tfrac14=2$;
- $a_f(1)=a_f(3)=(f(0)+f(2))(f(1)+f(3))=1$;
- $a_f(2)=2f(0)f(2)+2f(1)f(3)=-\tfrac12+\tfrac12=0$.

Lowering $c(0)$ to 1 gives $c=(1,1,0,1)$ with $\hat c=(3,1,-1,1)$. All entries of the matrix are nonnegative, yet it is not positive semidefinite: the normalised plane wave $\tfrac12(1,-1,1,-1)$ has expectation value $-1$.

### Correlated noise on a periodic grid

The square-root construction appears when a simulation needs Gaussian noise with a prescribed covariance $c(j-k)$ on a periodic grid. One fast Fourier transform of $c$ gives the eigenvalues of the covariance matrix. If one of them is negative or not real, no random field has this covariance. Otherwise one draws independent Gaussian noise of unit variance at each point, transforms it, multiplies the component of wave number $q$ by $\sqrt{\hat c(q)}$ and transforms back. This is the cyclic convolution of the noise with the $f$ above, and its covariance is $a_f(j-k)=c(j-k)$. The cost grows as $N\log N$, whereas a Cholesky factorisation of the full matrix as a dense matrix grows as $N^3$.

## What the autocorrelation leaves undetermined

Let $f$ and $g$ be two functions on the grid. If $a_f=a_g$, their transforms agree, so $|\hat f(k)|^2=|\hat g(k)|^2$ and, both moduli being nonnegative, $|\hat f(k)|=|\hat g(k)|$ for every $k$. Conversely, equal moduli give $\hat a_f=\hat a_g$, and inversion gives $a_f=a_g$. The autocorrelation thus fixes the moduli of the Fourier components and says nothing about their phases. This is the phase problem of diffraction, here for a one-dimensional periodic density sampled at $N$ points, with no use made of positivity or atomicity of the density.

The four-point example shows it. The function $g=(1,1,0,0)$ also has autocorrelation $(2,1,0,1)$. Its transform is $(2,\,1-i,\,0,\,1+i)$, with the same moduli $(2,\sqrt2,0,\sqrt2)$ as that of $f$, although $g$ is not a translate of $f$. Since $f(2)<0$, $f$ is not an admissible electron density; among real nonnegative functions, only $g$ and its translates have this autocorrelation.

```lean
/-- The phase problem: two functions on the grid have the same autocorrelation exactly when
their Fourier transforms have the same modulus at every wave number. -/
theorem autocorr_eq_iff (f g : ZMod N → ℂ) :
    autocorr f = autocorr g ↔ ∀ k, ‖fourier f k‖ = ‖fourier g k‖ := by
  constructor
  · intro h k
    have hk := congrFun (congrArg fourier h) k
    rw [fourier_autocorr, fourier_autocorr] at hk
    exact (sq_eq_sq₀ (norm_nonneg _) (norm_nonneg _)).mp (Complex.ofReal_injective hk)
  · intro h
    apply Function.LeftInverse.injective invFourier_fourier
    funext k
    rw [fourier_autocorr, fourier_autocorr, h k]

end

end FiniteBochner
```

The forward direction applies `fourier` to both sides and removes the squares with `sq_eq_sq₀`; the converse uses the same injectivity of the transform as the main theorem.

```lean
#print axioms FiniteBochner.finite_bochner
#print axioms FiniteBochner.autocorr_eq_iff
```

```
'FiniteBochner.finite_bochner' depends on axioms: [propext, Classical.choice, Quot.sound]
'FiniteBochner.autocorr_eq_iff' depends on axioms: [propext, Classical.choice, Quot.sound]
```
